# In a Dirac eigenstate, the electron EDM expectation value takes a one-body form when the potential commutes with β

Q: Before I argue, which operators are we talking about, and on what space?

A: \(F\) is a complex inner-product space, with the inner product conjugate-linear in the first slot. Four linear operators act on it: \(b\) is Dirac's \(\beta\), \(g\) is \(\gamma_5\), \(s\) is \(\boldsymbol\Sigma\cdot\mathbf p\), and \(V\) is the potential energy, including that of any external electric field. Since \(\boldsymbol\alpha=\gamma_5\boldsymbol\Sigma\), the kinetic term \(c\,\boldsymbol\alpha\cdot\mathbf p\) is \(c\,gs\). The real number \(c\) is the speed of light and the real number \(m\) is the rest energy, so

\[ H = c\,gs + m\,b + V . \]

```lean
import Mathlib

open scoped InnerProductSpace
open Matrix

namespace DiracElectronEDM

noncomputable section

variable {F : Type*} [NormedAddCommGroup F] [InnerProductSpace ℂ F]

/-- The Dirac Hamiltonian `c g s + m b + V`, where `b` plays the role of beta, `g` of gamma-five,
`s` of Sigma dot p, and `V` is the potential. -/
def diracH (c m : ℝ) (b g s V : Module.End ℂ F) : Module.End ℂ F :=
  (c : ℂ) • (g * s) + (m : ℂ) • b + V
```

In Lean, `Module.End ℂ F` is the type of linear maps from \(F\) to itself, and `*` is composition.

Q: With abstract letters, how do I know this is a Dirac Hamiltonian?

A: Set \(V=0\) and square it, using \(b^2=g^2=1\), \(bg=-gb\), and that \(s\) commutes with both. Then \(gsgs=g^2s^2=s^2\), and the cross terms cancel because \(bgs=-gbs=-gsb\). What remains is \(H^2=c^2s^2+m^2\), the relativistic energy relation, since \((\boldsymbol\Sigma\cdot\mathbf p)^2=p^2\).

```lean
/-- Without a potential the Dirac Hamiltonian squares to `c² s² + m²`. -/
theorem free_diracH_sq (c m : ℝ) {b g s : Module.End ℂ F}
    (hb : b * b = 1) (hg : g * g = 1) (hbg : b * g = -(g * b))
    (hsb : s * b = b * s) (hsg : s * g = g * s) :
    diracH c m b g s 0 * diracH c m b g s 0
      = ((c : ℂ) ^ 2) • (s * s) + ((m : ℂ) ^ 2) • (1 : Module.End ℂ F) := by
  have h1 : g * s * (g * s) = s * s := by
    calc g * s * (g * s) = g * (s * g) * s := by noncomm_ring
      _ = (g * g) * (s * s) := by rw [hsg]; noncomm_ring
      _ = s * s := by rw [hg, one_mul]
  -- the kinetic and mass terms anticommute
  have h2 : b * (g * s) = -(g * s * b) := by
    calc b * (g * s) = (b * g) * s := by noncomm_ring
      _ = -(g * (b * s)) := by rw [hbg]; noncomm_ring
      _ = -(g * s * b) := by rw [← hsb]; noncomm_ring
  simp only [diracH, add_zero, mul_add, add_mul, mul_smul_comm, smul_mul_assoc, h1, h2, hb]
  module
```

The relations \(b^2=g^2=1\) serve only here; the EDM identity does not need them.

Q: Where is the dipole moment, then? I see no electric field.

A: It is in the commutator. For an electron of charge \(-e\) in the field \(\boldsymbol{\mathcal E}\), \(\nabla V=e\boldsymbol{\mathcal E}\), so \([s,V]=-i\hbar e\,\boldsymbol\Sigma\cdot\boldsymbol{\mathcal E}\). The EDM interaction \(-d\,\beta\,\boldsymbol\Sigma\cdot\boldsymbol{\mathcal E}\) is therefore a constant times \(b[s,V]\). The claim is that, if \(H\) is symmetric and \(H\psi=E\psi\),

\[ \langle\psi,b[s,V]\psi\rangle=-2c\,\langle\psi,b\,g\,s^2\psi\rangle . \]

For one electron in a potential that commutes with \(\beta\), this trades an operator containing the field for one containing only momentum and Dirac matrices.

Q: Derive it without skipping the sign.

A: Commute \(bs\) with each term of \(H\).

- Kinetic term: \(bs\,gs=bg\,s^2\), while \(gs\,bs=gb\,s^2=-bg\,s^2\). The difference is \(2\,bg\,s^2\).
- Mass term: \(bs\,b-b\,bs=0\), because \(s\) commutes with \(b\).
- Potential: \(bsV-Vbs=b(sV-Vs)\), because \(V\) commutes with \(b\).

So

\[ [bs,H]=2c\,bg\,s^2+b[s,V]. \]

The expectation value of the left side in an eigenstate is \(E\langle\psi,bs\,\psi\rangle-\langle H\psi,bs\,\psi\rangle=(E-E)\langle\psi,bs\,\psi\rangle=0\), which is the claim.

The operator identity is the next theorem. Its `h1` and `h2` are the two kinetic products, `h3` is the mass term, and `h4` and `h5` prepare the potential term; `module` then collects the coefficients.

```lean
/-- The commutator of `b s` with the Dirac Hamiltonian is `b [s, V]` plus `2 c b g s²`, when `V`
commutes with `b`. -/
theorem edm_commutator (c m : ℝ) {b g s V : Module.End ℂ F}
    (hbg : b * g = -(g * b)) (hsb : s * b = b * s) (hsg : s * g = g * s)
    (hVb : V * b = b * V) :
    b * s * diracH c m b g s V - diracH c m b g s V * (b * s)
      = (2 * (c : ℂ)) • (b * g * s ^ 2) + b * (s * V - V * s) := by
  have h1 : b * s * (g * s) = b * g * s ^ 2 := by
    calc b * s * (g * s) = b * (s * g) * s := by noncomm_ring
      _ = b * g * s ^ 2 := by rw [hsg]; noncomm_ring
  -- moving `b` through `g` produces the sign that doubles the kinetic term
  have h2 : g * s * (b * s) = -(b * g * s ^ 2) := by
    calc g * s * (b * s) = g * (s * b) * s := by noncomm_ring
      _ = (g * b) * s ^ 2 := by rw [hsb]; noncomm_ring
      _ = -(b * g * s ^ 2) := by rw [hbg]; noncomm_ring
  have h3 : b * s * b = b * (b * s) := by rw [mul_assoc, hsb]
  have h4 : V * (b * s) = b * (V * s) := by rw [← mul_assoc, hVb, mul_assoc]
  have h5 : b * s * V = b * (s * V) := mul_assoc _ _ _
  simp only [diracH, mul_add, add_mul, mul_sub, mul_smul_comm, smul_mul_assoc,
    h1, h2, h3, h4, h5]
  module
```

Q: What if I leave out \(b\) and commute \(s\) alone?

A: Then \(s\) commutes with \(gs\) and with \(b\), and only the potential survives: \([s,H]=[s,V]\).

```lean
/-- The commutator of `s` with the Dirac Hamiltonian is its commutator with the potential. -/
theorem schiff_commutator (c m : ℝ) {b g s V : Module.End ℂ F}
    (hsb : s * b = b * s) (hsg : s * g = g * s) :
    s * diracH c m b g s V - diracH c m b g s V * s = s * V - V * s := by
  have h1 : s * (g * s) = g * s * s := by rw [← mul_assoc, hsg]
  simp only [diracH, mul_add, add_mul, mul_smul_comm, smul_mul_assoc, h1, hsb]
  module
```

Q: You moved \(H\) to the left side of the inner product. For unbounded operators that is where the trouble starts.

A: That move is the point on which the proof turns, and Mathlib's `LinearMap.IsSymmetric` is built for it. It says that \(\langle Hx,y\rangle=\langle x,Hy\rangle\) for all \(x,y\) in \(F\). It constructs no adjoint and needs no completeness. In Lean, `hH` is a function of two vectors, so `← hH φ (A ψ)` rewrites \(\langle\varphi,HA\psi\rangle\) as \(\langle H\varphi,A\psi\rangle\). The eigenvalue equation for \(\varphi\) then applies, and `Complex.conj_ofReal` removes the conjugation from its real energy \(E'\). For any operator \(A\) the result is

\[ \langle\varphi,[A,H]\psi\rangle=(E-E')\langle\varphi,A\psi\rangle . \]

```lean
/-- Between two eigenvectors of a symmetric `H`, the commutator of `A` with `H` has the matrix
element of `A` times the energy difference. -/
theorem commutator_matrix_element {H : Module.End ℂ F} (hH : H.IsSymmetric)
    (A : Module.End ℂ F) {φ ψ : F} {E' E : ℝ}
    (hφ : H φ = (E' : ℂ) • φ) (hψ : H ψ = (E : ℂ) • ψ) :
    ⟪φ, (A * H - H * A) ψ⟫_ℂ = ((E : ℂ) - E') * ⟪φ, A ψ⟫_ℂ := by
  rw [LinearMap.sub_apply, Module.End.mul_apply, Module.End.mul_apply, hψ, map_smul,
    inner_sub_right, inner_smul_right, ← hH φ (A ψ), hφ, inner_smul_left, Complex.conj_ofReal]
  ring
```

Q: So \(F\) need not be the full Hilbert space?

A: No, but every operator must map \(F\) into itself, and \(\psi\) must lie in \(F\). A common invariant domain can provide this for a suitable smooth potential. The \(1/r\) of a point nucleus does not fit so easily, since repeated multiplication by it leads out of the square-integrable functions. That case needs a separate analysis of domains.

Q: Fine. Now put the two parts together.

A: Take \(A=bs\) and insert the commutator. Two eigenstates give a transition form, with an extra term \((E-E')\langle\varphi,bs\,\psi\rangle\).

```lean
/-- Between two eigenstates of the Dirac Hamiltonian, the matrix element of `b [s, V]` is `-2 c`
times that of `b g s²`, plus the energy difference times that of `b s`. -/
theorem edm_transition {c m : ℝ} {b g s V : Module.End ℂ F}
    (hbg : b * g = -(g * b)) (hsb : s * b = b * s) (hsg : s * g = g * s)
    (hVb : V * b = b * V) (hH : (diracH c m b g s V).IsSymmetric) {φ ψ : F} {E' E : ℝ}
    (hφ : diracH c m b g s V φ = (E' : ℂ) • φ) (hψ : diracH c m b g s V ψ = (E : ℂ) • ψ) :
    ⟪φ, (b * (s * V - V * s)) ψ⟫_ℂ
      = -2 * c * ⟪φ, (b * g * s ^ 2) ψ⟫_ℂ + ((E : ℂ) - E') * ⟪φ, (b * s) ψ⟫_ℂ := by
  have h := commutator_matrix_element hH (b * s) hφ hψ
  rw [edm_commutator c m hbg hsb hsg hVb, LinearMap.add_apply, LinearMap.smul_apply,
    inner_add_right, inner_smul_right] at h
  linear_combination h
```

Setting \(\varphi=\psi\) removes that term and leaves the identity for expectation values.

```lean
/-- In an eigenstate of the Dirac Hamiltonian the expectation of `b [s, V]` is `-2 c` times that of
`b g s²`. -/
theorem edm_one_body_form {c m : ℝ} {b g s V : Module.End ℂ F}
    (hbg : b * g = -(g * b)) (hsb : s * b = b * s) (hsg : s * g = g * s)
    (hVb : V * b = b * V) (hH : (diracH c m b g s V).IsSymmetric) {ψ : F} {E : ℝ}
    (hψ : diracH c m b g s V ψ = (E : ℂ) • ψ) :
    ⟪ψ, (b * (s * V - V * s)) ψ⟫_ℂ = -2 * c * ⟪ψ, (b * g * s ^ 2) ψ⟫_ℂ := by
  have h := edm_transition hbg hsb hsg hVb hH hψ hψ
  linear_combination h
```

Read the hypotheses in order: `hbg` is \(bg=-gb\), `hsb` and `hsg` say that \(s\) commutes with \(b\) and \(g\), `hVb` says that \(V\) commutes with \(b\), `hH` is the symmetry of \(H\), and `hψ` is the eigenvalue equation. The vector \(\psi\) need not be normalised; both sides scale alike.

Q: What physics does `hVb` rule out?

A: It says that the potential does not couple upper and lower components, as holds for an electrostatic potential. A magnetic term \(ec\,\boldsymbol\alpha\cdot\mathbf A\) placed in \(V\) would violate it. The eigenvalue equation matters just as much: for an approximate \(\psi\) the two sides can differ. In a finite basis, moreover, \(s^2\) means the square of the matrix of \(s\), which need not equal the matrix of \(p^2\).

Q: And the commutator without \(b\)?

A: The same argument with \(A=s\) gives \(\langle\psi,[s,V]\psi\rangle=0\), so the expectation value of \(\boldsymbol\Sigma\cdot\boldsymbol{\mathcal E}\) vanishes.

```lean
/-- Without the factor `b`, the expectation of `[s, V]` vanishes in every eigenstate of the Dirac
Hamiltonian. -/
theorem schiff_cancellation {c m : ℝ} {b g s V : Module.End ℂ F}
    (hsb : s * b = b * s) (hsg : s * g = g * s)
    (hH : (diracH c m b g s V).IsSymmetric) {ψ : F} {E : ℝ}
    (hψ : diracH c m b g s V ψ = (E : ℂ) • ψ) :
    ⟪ψ, (s * V - V * s) ψ⟫_ℂ = 0 := by
  have h := commutator_matrix_element hH s hψ hψ
  rw [schiff_commutator c m hsb hsg] at h
  linear_combination h
```

The Lean name `schiff_cancellation` refers only to this vanishing expectation value of one operator. Schiff's theorem concerns the energy shift of a whole nonrelativistic system of point charges with dipole moments, and that is a different statement.

Subtracting the EDM identity from this zero gives \(\langle\psi,(1-b)[s,V]\psi\rangle=2c\langle\psi,bg\,s^2\psi\rangle\). With the usual \(\beta\), \(1-b\) is twice the projector onto the lower components, so the effect can be read off from the lower components alone.

```lean
/-- In an eigenstate the expectation of `(1 - b) [s, V]` is `2 c` times that of `b g s²`. -/
theorem edm_lower_component_form {c m : ℝ} {b g s V : Module.End ℂ F}
    (hbg : b * g = -(g * b)) (hsb : s * b = b * s) (hsg : s * g = g * s)
    (hVb : V * b = b * V) (hH : (diracH c m b g s V).IsSymmetric) {ψ : F} {E : ℝ}
    (hψ : diracH c m b g s V ψ = (E : ℂ) • ψ) :
    ⟪ψ, ((1 - b) * (s * V - V * s)) ψ⟫_ℂ = 2 * c * ⟪ψ, (b * g * s ^ 2) ψ⟫_ℂ := by
  rw [sub_mul, one_mul, LinearMap.sub_apply, inner_sub_right,
    schiff_cancellation hsb hsg hH hψ, edm_one_body_form hbg hsb hsg hVb hH hψ]
  ring
```

Q: Your identity could still be \(0=0\) in every case. Parity alone makes both sides vanish for a free atom.

A: It does, for a state of definite parity in a parity-even potential. An explicit example shows that the algebraic hypotheses do not force zero. Its matrices act on `EuclideanSpace ℂ (Fin 4)`, the four-component vectors with the standard inner product.

```lean
/-- The operator on four-component vectors given by a matrix. -/
def matOp (A : Matrix (Fin 4) (Fin 4) ℂ) : Module.End ℂ (EuclideanSpace ℂ (Fin 4)) where
  toFun x := WithLp.toLp 2 (A *ᵥ x.ofLp)
  map_add' x y := by simp [Matrix.mulVec_add]
  map_smul' a x := by simp [Matrix.mulVec_smul]

/-- The components of a matrix acting on a four-component vector. -/
theorem matOp_apply (A : Matrix (Fin 4) (Fin 4) ℂ) (x : EuclideanSpace ℂ (Fin 4)) (i : Fin 4) :
    (matOp A x).ofLp i = ∑ j, A i j * x.ofLp j := rfl
```

The matrix \(b\) has diagonal \((1,1,-1,-1)\), \(g\) exchanges upper and lower components, and \(s\) has diagonal \((1,2,1,2)\).

```lean
/-- Example of `b`: the diagonal matrix with entries 1, 1, -1, -1. -/
def exB := matOp !![1, 0, 0, 0; 0, 1, 0, 0; 0, 0, -1, 0; 0, 0, 0, -1]

/-- Example of `g`: the exchange of upper and lower components. -/
def exG := matOp !![0, 0, 1, 0; 0, 0, 0, 1; 1, 0, 0, 0; 0, 1, 0, 0]

/-- Example of `s`: the diagonal matrix with entries 1, 2, 1, 2. -/
def exS := matOp !![1, 0, 0, 0; 0, 2, 0, 0; 0, 0, 1, 0; 0, 0, 0, 2]
```

The potential is Hermitian and block-diagonal, and the state is \(\psi=(1,1,-2i,i)\), with \(\langle\psi,\psi\rangle=7\).

```lean
/-- Example of `V`: a Hermitian matrix that does not mix upper and lower components. -/
def exV := matOp !![-1, 2 * Complex.I, 0, 0; -2 * Complex.I, -1, 0, 0;
  0, 0, 1, Complex.I; 0, 0, -Complex.I, 1]

/-- Example of a four-component vector, not normalised. -/
def exPsi : EuclideanSpace ℂ (Fin 4) := WithLp.toLp 2 ![1, 1, -2 * Complex.I, Complex.I]
```

For \(c=m=1\), \(H\psi=0\). For instance, the first component is \(2i\) from the potential plus \(-2i\) from the kinetic term, while the diagonal entries of \(b\) and \(V\) cancel. The theorem finds \(\langle\psi,bg\,s^2\psi\rangle=4i\), or \(4i/7\) for the normalised state. The EDM side is then \(-8i\), or \(-8i/7\) normalised. The proof checks the relations, the symmetry and the eigenvalue equation by components.

```lean
/-- The example matrices satisfy all the relations. For `c = m = 1` the Hamiltonian is symmetric and
the example vector `ψ` is an eigenvector with energy zero. The inner product of `ψ` with `b g s² ψ`
is `4 i`, without normalising `ψ`. -/
theorem edm_witness :
    exB * exB = 1 ∧ exG * exG = 1 ∧ exB * exG = -(exG * exB) ∧
    exS * exB = exB * exS ∧ exS * exG = exG * exS ∧ exV * exB = exB * exV ∧
    (diracH 1 1 exB exG exS exV).IsSymmetric ∧
    diracH 1 1 exB exG exS exV exPsi = ((0 : ℝ) : ℂ) • exPsi ∧
    ⟪exPsi, (exB * exG * exS ^ 2) exPsi⟫_ℂ = 4 * Complex.I := by
  refine ⟨?_, ?_, ?_, ?_, ?_, ?_, ?_, ?_, ?_⟩
  -- the six algebraic relations, component by component
  iterate 6
    · refine LinearMap.ext fun x => ?_
      ext i
      fin_cases i <;> simp [exB, exG, exS, exV, matOp_apply, Fin.sum_univ_four] <;> ring
  · intro x y
    have h2 : (starRingEnd ℂ) 2 = 2 := by apply Complex.ext <;> simp
    simp [diracH, exB, exG, exS, exV, matOp_apply, Fin.sum_univ_four, PiLp.inner_apply]
    simp only [h2]
    ring
  · ext i
    fin_cases i <;>
      simp [diracH, exB, exG, exS, exV, exPsi, matOp_apply, Fin.sum_univ_four] <;>
      norm_num [Complex.ext_iff]
  · simp [pow_two, exB, exG, exS, exPsi, matOp_apply, Fin.sum_univ_four, PiLp.inner_apply]
    norm_num [Complex.ext_iff]

end

end DiracElectronEDM
```

Q: Those matrices are not an atom.

A: No, they only show that the hypotheses are consistent and the value can be nonzero.

Q: Real atoms have many electrons. Does the argument stop at one?

A: It extends by a choice of \(V\). For electron \(i\), let \(b,g,s\) be that electron's operators, and let \(V\) contain the electrostatic energy together with the kinetic and mass terms of all the other electrons. This \(V\) still commutes with \(b_i\), and the added terms commute with \(s_i\). Applying the identity to each electron and summing gives, by hand and under the same domain assumptions,

\[ \Big\langle\sum_i b_i[s_i,V_C]\Big\rangle=-2c\,\Big\langle\sum_i b_i g_i s_i^2\Big\rangle , \]

where \(V_C\) is the full electrostatic energy, including the external field and the electron repulsion. The outer brackets denote the expectation value in an eigenstate of this many-electron Hamiltonian, without projectors onto positive-energy states. For interacting electrons, the existence of such a normalisable eigenstate is a further assumption: its energy would lie in a continuum of states in which one electron has negative energy and another a high positive energy. Calculations often include the projectors, and the identity then need not hold exactly. The Breit interaction between the electrons is left out: it contains \(\boldsymbol\alpha_i\) and does not commute with \(b_i\). The left side contains the fields of the other electrons; the right side is a sum of one-electron operators, hence the name "one-body form".

```lean
#print axioms DiracElectronEDM.free_diracH_sq
#print axioms DiracElectronEDM.edm_one_body_form
#print axioms DiracElectronEDM.edm_lower_component_form
```

```
'DiracElectronEDM.free_diracH_sq' depends on axioms: [propext, Classical.choice, Quot.sound]
'DiracElectronEDM.edm_one_body_form' depends on axioms: [propext, Classical.choice, Quot.sound]
'DiracElectronEDM.edm_lower_component_form' depends on axioms: [propext, Classical.choice, Quot.sound]
```
